# The size of the smallest supercell commensurate with finitely many rational wave vectors is a group index

A frozen-phonon calculation that treats several wave vectors at once needs a supercell in which every one of these waves is periodic, and the size of the smallest such cell depends on which supercells are admitted. Here every nonsingular integer matrix M is admitted, not only the diagonal ones.

Let aᵢ be the primitive lattice vectors in n dimensions and gᵢ the reciprocal vectors, with aᵢ·gⱼ = 2πδᵢⱼ. Column j of M gives the supercell vector Σᵢ Mᵢⱼ aᵢ, and the supercell contains |det M| primitive cells. Across this vector, a wave with wave vector Σᵢ qᵢ gᵢ gains the phase

2π Σᵢ Mᵢⱼ qᵢ = 2π (Mᵀq)ⱼ.

The wave therefore fits the supercell when Mᵀq is an integer vector. The Lean development starts from this integrality condition; the passage to it from the phase is made here in prose.

```lean
import Mathlib

open Matrix

namespace SimultaneousCommensurability

noncomputable section

variable {n : ℕ}
```

## Wave vectors in reduced coordinates

Wave vectors are elements of ℚⁿ, written `Fin n → ℚ`, so incommensurate waves with irrational components are excluded. The factor 2π is absorbed in the coordinates, and the reciprocal lattice of the primitive cell becomes ℤⁿ.

```lean
/-- The vectors with integer components: the reciprocal lattice of the primitive cell in
reduced coordinates. -/
def integralVectors (n : ℕ) : AddSubgroup (Fin n → ℚ) where
  carrier := {x | ∃ z : Fin n → ℤ, (fun i => (z i : ℚ)) = x}
  zero_mem' := ⟨0, by ext i; simp⟩
  add_mem' := by
    rintro _ _ ⟨a, rfl⟩ ⟨b, rfl⟩
    exact ⟨a + b, by ext i; simp⟩
  neg_mem' := by
    rintro _ ⟨a, rfl⟩
    exact ⟨-a, by ext i; simp⟩
```

For a set Q of wave vectors, let H be the group of all integer combinations of members of Q and vectors of ℤⁿ. Its Lean name, `waveLattice`, is not a textbook term.

```lean
/-- The additive group generated by the wave vectors in `Q` and the integer vectors. -/
def waveLattice (Q : Set (Fin n → ℚ)) : AddSubgroup (Fin n → ℚ) :=
  AddSubgroup.closure Q ⊔ integralVectors n
```

Commensurability requires one M to serve every q in Q.

```lean
/-- The supercell matrix `M` is commensurate with `Q` if `Mᵀ q` is an integer vector for every
wave vector `q` in `Q`. -/
def IsCommensurate (M : Matrix (Fin n) (Fin n) ℤ) (Q : Set (Fin n → ℚ)) : Prop :=
  ∀ q ∈ Q, (M.map (Int.cast : ℤ → ℚ))ᵀ *ᵥ q ∈ integralVectors n
```

The wave vectors that fit a given M form the group

L(M) = {x ∈ ℚⁿ : Mᵀx ∈ ℤⁿ},

which is the reciprocal lattice of the supercell when det M ≠ 0.

```lean
/-- The group of all rational wave vectors `x` for which `Mᵀ x` is an integer vector. -/
def supercellReciprocal (M : Matrix (Fin n) (Fin n) ℤ) : AddSubgroup (Fin n → ℚ) :=
  (integralVectors n).comap ((M.map (Int.cast : ℤ → ℚ))ᵀ.mulVecLin).toAddMonoidHom
```

Three auxiliary facts connect the integers with the rationals. First, Mᵀz is the same vector whether computed in ℤ or in ℚ.

```lean
private lemma cast_mulVec (M : Matrix (Fin n) (Fin n) ℤ) (z : Fin n → ℤ) :
    (M.map (Int.cast : ℤ → ℚ))ᵀ *ᵥ (fun i => (z i : ℚ)) = fun i => ((Mᵀ *ᵥ z) i : ℚ) := by
  ext i
  simp [Matrix.mulVec, dotProduct]
```

Second, Mᵀ read over ℚ has determinant det M.

```lean
private lemma det_cast (M : Matrix (Fin n) (Fin n) ℤ) :
    ((M.map (Int.cast : ℤ → ℚ))ᵀ).det = (M.det : ℚ) := by
  rw [Matrix.det_transpose]
  exact ((Int.castRingHom ℚ).map_det M).symm
```

Third, a member of a subgroup of ℚⁿ with an integral basis is the sum of its basis vectors weighted by its integer coordinates.

```lean
private lemma coe_sum_repr {ι : Type*} [Fintype ι] {T : Submodule ℤ (Fin n → ℚ)}
    (b : Module.Basis ι ℤ T) (t : T) :
    (t : Fin n → ℚ) = ∑ i, b.repr t i • (b i : Fin n → ℚ) := by
  have h := congrArg T.subtype (b.sum_repr t)
  simp only [map_sum, map_smul, Submodule.subtype_apply] at h
  exact h.symm
```

## Commensurability as containment

If Mᵀq is integral for each q in Q, then Q ⊆ L(M). Also ℤⁿ ⊆ L(M), because M has integer entries. Since L(M) is a group, it contains H. Conversely, H ⊆ L(M) gives Q ⊆ L(M).

```lean
/-- A supercell is commensurate with all of `Q` exactly when its reciprocal lattice contains
the group generated by `Q` and the integer vectors. -/
theorem isCommensurate_iff (M : Matrix (Fin n) (Fin n) ℤ) (Q : Set (Fin n → ℚ)) :
    IsCommensurate M Q ↔ waveLattice Q ≤ supercellReciprocal M := by
  constructor
  · intro h
    refine sup_le ((AddSubgroup.closure_le _).2 fun q hq => h q hq) ?_
    rintro x ⟨z, rfl⟩
    exact ⟨Mᵀ *ᵥ z, (cast_mulVec M z).symm⟩
  · exact fun h q hq => h (AddSubgroup.mem_sup_left (AddSubgroup.subset_closure hq))
```

## The determinant as an index

Let A be a nonsingular integer matrix. Write A = UDV with U and V integer matrices of determinant ±1 and D diagonal with entries dᵢ. Then

[ℤⁿ : Aℤⁿ] = [ℤⁿ : Dℤⁿ] = ∏ᵢ |dᵢ| = |det A|.

The Lean proof reaches the same value differently: A is injective, so its columns are a basis of Aℤⁿ, and a Mathlib theorem equates the index with the absolute determinant of that basis.

```lean
/-- The integer combinations of the columns of a nonsingular integer matrix `A` form a
sublattice of index `|det A|` in the integer lattice. -/
theorem index_range_mulVec (A : Matrix (Fin n) (Fin n) ℤ) (hA : A.det ≠ 0) :
    (LinearMap.range A.mulVecLin).toAddSubgroup.index = A.det.natAbs := by
  have hinj : Function.Injective A.mulVecLin := by
    rw [injective_iff_map_eq_zero]
    exact fun v hv => Matrix.eq_zero_of_mulVec_eq_zero hA hv
  let b := (Pi.basisFun ℤ (Fin n)).map (LinearEquiv.ofInjective A.mulVecLin hinj)
  have h := Submodule.natAbs_det_basis_change (Pi.basisFun ℤ (Fin n)) _ b
  have hdet : (Pi.basisFun ℤ (Fin n)).det ((↑) ∘ b) = A.det := by
    rw [Module.Basis.det_apply]
    congr 1
    ext i j
    simp [b, Module.Basis.toMatrix_apply]
  rw [hdet] at h
  exact h.symm
```

For det M ≠ 0, a vector x lies in L(M) exactly when x = (Mᵀ)⁻¹c with c in ℤⁿ. This x is itself an integer vector z exactly when c = Mᵀz. The map c ↦ (Mᵀ)⁻¹c, called `ψ` in the proof, thus carries ℤⁿ onto L(M) and Mᵀℤⁿ onto ℤⁿ, so that

[L(M) : ℤⁿ] = [ℤⁿ : Mᵀℤⁿ] = |det M|.

In Lean, `K.relIndex L` is the index of K ∩ L in L, so the smaller group comes first.

```lean
/-- For a nonsingular supercell matrix `M`, the integer vectors have index `|det M|` in the
reciprocal lattice of the supercell. -/
theorem index_supercellReciprocal (M : Matrix (Fin n) (Fin n) ℤ) (hM : M.det ≠ 0) :
    (integralVectors n).relIndex (supercellReciprocal M) = M.det.natAbs := by
  let A : Matrix (Fin n) (Fin n) ℚ := (M.map (Int.cast : ℤ → ℚ))ᵀ
  have hA : IsUnit A.det := by
    rw [show A.det = (M.det : ℚ) from det_cast M]
    exact isUnit_iff_ne_zero.2 (Int.cast_ne_zero.2 hM)
  -- the inverse transpose parametrises the reciprocal lattice by integer vectors
  let ψ : (Fin n → ℤ) →+ (Fin n → ℚ) :=
    AddMonoidHom.mk' (fun c => A⁻¹ *ᵥ (fun i => (c i : ℚ))) (by
      intro a b
      rw [← Matrix.mulVec_add]
      congr 1
      ext i
      simp)
  have hrange : ψ.range = supercellReciprocal M := by
    ext x
    constructor
    · rintro ⟨c, rfl⟩
      refine ⟨c, ?_⟩
      change (fun i => (c i : ℚ)) = A *ᵥ (A⁻¹ *ᵥ (fun i => (c i : ℚ)))
      rw [Matrix.mulVec_mulVec, Matrix.mul_nonsing_inv _ hA, Matrix.one_mulVec]
    · intro hx
      obtain ⟨c, hc⟩ : ∃ c : Fin n → ℤ, (fun i => (c i : ℚ)) = A *ᵥ x := hx
      refine ⟨c, ?_⟩
      change A⁻¹ *ᵥ (fun i => (c i : ℚ)) = x
      rw [hc, Matrix.mulVec_mulVec, Matrix.nonsing_inv_mul _ hA, Matrix.one_mulVec]
  have hcomap : (integralVectors n).comap ψ = (LinearMap.range Mᵀ.mulVecLin).toAddSubgroup := by
    ext c
    constructor
    · intro h
      obtain ⟨z, hz⟩ : ∃ z : Fin n → ℤ,
        (fun i => (z i : ℚ)) = A⁻¹ *ᵥ (fun i => (c i : ℚ)) := h
      have h1 : A *ᵥ (fun i => (z i : ℚ)) = fun i => ((Mᵀ *ᵥ z) i : ℚ) := cast_mulVec M z
      rw [hz, Matrix.mulVec_mulVec, Matrix.mul_nonsing_inv _ hA, Matrix.one_mulVec] at h1
      refine ⟨z, ?_⟩
      change Mᵀ *ᵥ z = c
      funext i
      exact_mod_cast (congrFun h1 i).symm
    · rintro ⟨z, rfl⟩
      have h1 : A *ᵥ (fun i => (z i : ℚ)) = fun i => ((Mᵀ *ᵥ z) i : ℚ) := cast_mulVec M z
      refine ⟨z, ?_⟩
      change (fun i => (z i : ℚ)) = A⁻¹ *ᵥ (fun i => ((Mᵀ *ᵥ z) i : ℚ))
      rw [← h1, Matrix.mulVec_mulVec, Matrix.nonsing_inv_mul _ hA, Matrix.one_mulVec]
  rw [← hrange, ← AddSubgroup.index_comap, hcomap,
    index_range_mulVec _ (by rwa [Matrix.det_transpose]), Matrix.det_transpose]
```

## A supercell that fits H exactly

Let Q be finite. Then H is generated by finitely many vectors, namely Q and the unit vectors eⱼ, and it is torsion-free, so it has an integral basis bᵢ. Clearing denominators shows that the bᵢ are linearly independent over ℚ. They span ℚⁿ because every eⱼ lies in H, so there are n of them. Expand

eⱼ = Σᵢ Mⱼᵢ bᵢ, with integers Mⱼᵢ,

and let B have the bᵢ as columns. This reads BMᵀ = 1, hence det M ≠ 0 and Mᵀ = B⁻¹. Now Mᵀx = c with c in ℤⁿ means x = Bc, which says that x lies in H. Therefore L(M) = H.

```lean
/-- For finitely many rational wave vectors there is a nonsingular supercell whose reciprocal
lattice is exactly the group generated by them and the integer vectors. -/
theorem exists_supercell (Q : Set (Fin n → ℚ)) (hQ : Q.Finite) :
    ∃ M : Matrix (Fin n) (Fin n) ℤ, M.det ≠ 0 ∧ supercellReciprocal M = waveLattice Q := by
  let T : Submodule ℤ (Fin n → ℚ) :=
    Submodule.span ℤ (Q ∪ Set.range fun i : Fin n => (Pi.single i 1 : Fin n → ℚ))
  have hu : ∀ i : Fin n, (Pi.single i 1 : Fin n → ℚ) ∈ T :=
    fun i => Submodule.subset_span (Or.inr ⟨i, rfl⟩)
  have hT : ∀ x, x ∈ T ↔ x ∈ waveLattice Q := by
    intro x
    constructor
    · have h : T ≤ AddSubgroup.toIntSubmodule (waveLattice Q) := by
        refine Submodule.span_le.2 ?_
        rintro y (hy | ⟨i, rfl⟩)
        · exact AddSubgroup.mem_sup_left (AddSubgroup.subset_closure hy)
        · refine AddSubgroup.mem_sup_right ⟨Pi.single i 1, ?_⟩
          ext k
          by_cases hk : k = i <;> simp [hk]
      exact fun hx => h hx
    · have h : waveLattice Q ≤ T.toAddSubgroup := by
        refine sup_le ((AddSubgroup.closure_le _).2
          fun q hq => Submodule.subset_span (Or.inl hq)) ?_
        rintro y ⟨z, rfl⟩
        have hz : (fun i => (z i : ℚ)) = ∑ i, z i • (Pi.single i 1 : Fin n → ℚ) := by
          ext k
          simp [Finset.sum_apply, Pi.single_apply]
        rw [hz]
        exact T.sum_mem fun i _ => T.smul_mem _ (hu i)
      exact fun hx => h hx
  have : Module.Finite ℤ T :=
    Module.Finite.iff_fg.2 (Submodule.fg_span (hQ.union (Set.finite_range _)))
  -- an integral basis of the group is also a rational basis, so it has n members
  let b₀ := Module.Free.chooseBasis ℤ T
  have hli : LinearIndependent ℚ (fun i => (b₀ i : Fin n → ℚ)) :=
    (LinearIndependent.iff_fractionRing (R := ℤ) (K := ℚ)).1
      (b₀.linearIndependent.map' T.subtype (Submodule.ker_subtype T))
  have hspan : ⊤ ≤ Submodule.span ℚ (Set.range fun i => (b₀ i : Fin n → ℚ)) := by
    intro x _
    have hx : x = ∑ i, x i • (Pi.single i 1 : Fin n → ℚ) := by
      ext k
      simp [Finset.sum_apply, Pi.single_apply]
    have hb : ∀ j, (b₀ j : Fin n → ℚ) ∈
        Submodule.span ℚ (Set.range fun i => (b₀ i : Fin n → ℚ)) :=
      fun j => Submodule.subset_span (Set.mem_range_self j)
    rw [hx]
    refine Submodule.sum_mem _ fun i _ => Submodule.smul_mem _ _ ?_
    rw [show (Pi.single i 1 : Fin n → ℚ) = _ from coe_sum_repr b₀ ⟨_, hu i⟩]
    exact Submodule.sum_mem _ fun j _ => zsmul_mem (hb j) _
  let b := b₀.reindex ((Module.Basis.mk hli hspan).indexEquiv (Pi.basisFun ℚ (Fin n)))
  -- B has the basis vectors as columns; M holds the coordinates of the unit vectors
  let B : Matrix (Fin n) (Fin n) ℚ := fun k i => (b i : Fin n → ℚ) k
  let M : Matrix (Fin n) (Fin n) ℤ := fun j i => b.repr ⟨Pi.single j 1, hu j⟩ i
  let A : Matrix (Fin n) (Fin n) ℚ := (M.map (Int.cast : ℤ → ℚ))ᵀ
  have hcomb : ∀ c : Fin n → ℤ,
      ∑ i, c i • (b i : Fin n → ℚ) = B *ᵥ (fun i => (c i : ℚ)) := by
    intro c
    ext k
    simp only [Finset.sum_apply, zsmul_eq_mul, Matrix.mulVec, dotProduct]
    exact Finset.sum_congr rfl fun i _ => mul_comm _ _
  have hBA : B * A = 1 := by
    ext k j
    have h := congrFun ((coe_sum_repr b ⟨Pi.single j 1, hu j⟩).trans (hcomb _)) k
    rw [Matrix.one_apply]
    exact h.symm.trans (Pi.single_apply j (1 : ℚ) k)
  have hAB : A * B = 1 := mul_eq_one_comm.1 hBA
  refine ⟨M, ?_, ?_⟩
  · intro h0
    have h := congrArg Matrix.det hBA
    rw [Matrix.det_mul, show A.det = (M.det : ℚ) from det_cast M, h0, Matrix.det_one] at h
    simp at h
  · ext x
    rw [← hT x]
    constructor
    · intro h
      obtain ⟨c, hc⟩ : ∃ c : Fin n → ℤ, (fun i => (c i : ℚ)) = A *ᵥ x := h
      have hx : ∑ i, c i • (b i : Fin n → ℚ) = x := by
        rw [hcomb, hc, Matrix.mulVec_mulVec, hBA, Matrix.one_mulVec]
      rw [← hx]
      exact T.sum_mem fun i _ => T.smul_mem _ (b i).2
    · intro h
      have hx := (coe_sum_repr b ⟨x, h⟩).trans (hcomb _)
      refine ⟨fun i => b.repr ⟨x, h⟩ i, ?_⟩
      have h2 := congrArg (fun v => A *ᵥ v) hx
      simp only [Matrix.mulVec_mulVec, hAB, Matrix.one_mulVec] at h2
      exact h2.symm
```

## The least determinant

For a commensurate nonsingular M, the tower ℤⁿ ⊆ H ⊆ L(M) gives

|det M| = [H : ℤⁿ] · [L(M) : H].

The index thus divides |det M|; for det M = 0 the divisibility is trivial.

```lean
/-- The index of the integer vectors in the group generated by `Q` and the integer vectors
divides the determinant of every supercell commensurate with `Q`. -/
theorem index_dvd_det (M : Matrix (Fin n) (Fin n) ℤ) (Q : Set (Fin n → ℚ))
    (h : IsCommensurate M Q) :
    (integralVectors n).relIndex (waveLattice Q) ∣ M.det.natAbs := by
  by_cases hM : M.det = 0
  · simp [hM]
  · rw [← index_supercellReciprocal M hM]
    exact Dvd.intro _ (AddSubgroup.relIndex_mul_relIndex _ _ _ le_sup_right
      ((isCommensurate_iff M Q).1 h))
```

A divisor of a positive integer is no larger than it, so [H : ℤⁿ] is a lower bound, and the supercell built from the basis of H attains it. `IsLeast` states these two facts about the set of possible |det M|. For a frozen-phonon calculation with finitely many rational wave vectors, this is the smallest number of primitive cells in a supercell that holds them all.

In the smallest case Q is empty. Then H = ℤⁿ, the index is 1, and the primitive cell suffices.

```lean
/-- For a finite set `Q` of rational wave vectors, the least `|det M|` over nonsingular integer
supercells commensurate with all of `Q` is the index of the integer vectors in the group
generated by `Q` and the integer vectors. -/
theorem isLeast_supercell_det (Q : Set (Fin n → ℚ)) (hQ : Q.Finite) :
    IsLeast {d : ℕ | ∃ M : Matrix (Fin n) (Fin n) ℤ,
        M.det ≠ 0 ∧ IsCommensurate M Q ∧ M.det.natAbs = d}
      ((integralVectors n).relIndex (waveLattice Q)) := by
  constructor
  · obtain ⟨M, hM, hL⟩ := exists_supercell Q hQ
    exact ⟨M, hM, (isCommensurate_iff M Q).2 hL.ge, by
      rw [← hL, index_supercellReciprocal M hM]⟩
  · rintro d ⟨M, hM, hc, rfl⟩
    exact Nat.le_of_dvd (Int.natAbs_pos.2 hM) (index_dvd_det M Q hc)
```

By the tower formula, |det M| = [H : ℤⁿ] holds exactly when [L(M) : H] = 1, that is, when L(M) = H. A minimal supercell admits no wave vectors beyond those in H. Since the reciprocal lattice determines the direct lattice, all minimal supercells share one lattice, and only the choice of its basis vectors is free.

```lean
/-- A nonsingular supercell commensurate with `Q` has `|det M|` equal to the index exactly when
its reciprocal lattice is the group generated by `Q` and the integer vectors. -/
theorem det_eq_index_iff (M : Matrix (Fin n) (Fin n) ℤ) (Q : Set (Fin n → ℚ))
    (hM : M.det ≠ 0) (h : IsCommensurate M Q) :
    M.det.natAbs = (integralVectors n).relIndex (waveLattice Q) ↔
      supercellReciprocal M = waveLattice Q := by
  have hle := (isCommensurate_iff M Q).1 h
  constructor
  · intro heq
    have hmul := AddSubgroup.relIndex_mul_relIndex (integralVectors n) (waveLattice Q)
      (supercellReciprocal M) le_sup_right hle
    rw [index_supercellReciprocal M hM, ← heq] at hmul
    have hone : (waveLattice Q).relIndex (supercellReciprocal M) = 1 :=
      Nat.eq_of_mul_eq_mul_left (Int.natAbs_pos.2 hM) (by rw [hmul, mul_one])
    exact le_antisymm (AddSubgroup.relIndex_eq_one.1 hone) hle
  · intro hL
    rw [← hL, index_supercellReciprocal M hM]
```

## Two zone-boundary vectors in the plane

It is easy to take the least common denominator of all components for the answer. For (1/2, 0) and (0, 1/2) that gives 2, but the correct size is 4. Integrality of Mᵀq for the two vectors makes M₀ⱼ and M₁ⱼ even, say M₀ⱼ = 2zⱼ and M₁ⱼ = 2wⱼ, so

det M = 4(z₀w₁ − z₁w₀).

A nonzero determinant then has absolute value at least 4, and doubling the cell in both directions attains it.

```lean
/-- In the plane, the integer vectors have index 4 in the group generated by them and the two
wave vectors `(1/2, 0)` and `(0, 1/2)`. -/
theorem index_two_half_vectors :
    (integralVectors 2).relIndex (waveLattice {![1 / 2, 0], ![0, 1 / 2]}) = 4 := by
  obtain ⟨⟨M, h0, hM, hd⟩, hmin⟩ :=
    isLeast_supercell_det ({![1 / 2, 0], ![0, 1 / 2]} : Set (Fin 2 → ℚ)) (Set.toFinite _)
  -- the doubled cell in both directions is commensurate
  have hle := hmin ⟨!![2, 0; 0, 2], by simp [Matrix.det_fin_two], by
    intro q hq
    simp only [Set.mem_insert_iff, Set.mem_singleton_iff] at hq
    rcases hq with rfl | rfl
    · exact ⟨![1, 0], by
        ext i; fin_cases i <;> simp [Matrix.mulVec, dotProduct, Fin.sum_univ_two]⟩
    · exact ⟨![0, 1], by
        ext i; fin_cases i <;> simp [Matrix.mulVec, dotProduct, Fin.sum_univ_two]⟩, rfl⟩
  have h4 : (!![2, 0; 0, 2] : Matrix (Fin 2) (Fin 2) ℤ).det.natAbs = 4 := by
    simp [Matrix.det_fin_two]
  rw [h4] at hle
  -- every entry of a commensurate supercell matrix is even
  obtain ⟨z, hz⟩ := hM ![1 / 2, 0] (by simp)
  obtain ⟨w, hw⟩ := hM ![0, 1 / 2] (by simp)
  have e1 : ∀ j, M 0 j = 2 * z j := by
    intro j
    have h := congrFun hz j
    simp [Matrix.mulVec, dotProduct, Fin.sum_univ_two] at h
    have h' : (M 0 j : ℚ) = 2 * z j := by linarith
    exact_mod_cast h'
  have e2 : ∀ j, M 1 j = 2 * w j := by
    intro j
    have h := congrFun hw j
    simp [Matrix.mulVec, dotProduct, Fin.sum_univ_two] at h
    have h' : (M 1 j : ℚ) = 2 * w j := by linarith
    exact_mod_cast h'
  obtain ⟨k, hk⟩ : ∃ k : ℤ, M.det = 4 * k :=
    ⟨z 0 * w 1 - z 1 * w 0, by rw [Matrix.det_fin_two, e1, e1, e2, e2]; ring⟩
  omega

end

end SimultaneousCommensurability
```

```lean
#print axioms SimultaneousCommensurability.isLeast_supercell_det
-- 'SimultaneousCommensurability.isLeast_supercell_det' depends on axioms: [propext, Classical.choice, Quot.sound]
#print axioms SimultaneousCommensurability.det_eq_index_iff
-- 'SimultaneousCommensurability.det_eq_index_iff' depends on axioms: [propext, Classical.choice, Quot.sound]
#print axioms SimultaneousCommensurability.index_two_half_vectors
-- 'SimultaneousCommensurability.index_two_half_vectors' depends on axioms: [propext, Classical.choice, Quot.sound]
```
